# Area-preserving elongation along the eigenvectors of ((2,1),(1,1)) keeps every nonzero vector of ℤ² at squared length 2/√5 or more

In a molecular dynamics simulation of planar elongational flow, the periodic cell deforms with the fluid: it grows exponentially along one axis and shrinks exponentially along the other. If the cell edges lie along these axes, the short edge soon falls below twice the interaction cutoff. A particle can then interact with several images of the same neighbour, and a code that relies on the minimum-image convention has to stop, often before a steady state is reached. The Kraynik-Reinelt cell avoids this by tilting the lattice relative to the flow. For the square lattice and one particular tilt, the distance between a particle and its periodic images in the flow plane never falls below a fixed positive bound, whatever the strain.

Lengths are in units of the lattice spacing, and \(t\) is the accumulated logarithmic strain, which is rate times time when the rate is constant. Negative \(t\) is allowed and describes the reversed flow.

```lean
import Mathlib

open Matrix

namespace KraynikReineltCell

noncomputable section
```

## The tilted frame

The tilt is built from the golden ratio

\[ g = \frac{1+\sqrt5}{2}. \]

```lean
/-- The golden ratio. -/
def gold : ℝ := (1 + √5) / 2
```

The two flow axes will be the vectors \((g,1)\) and \((-1,g)\), both of length \(\sqrt{1+g^2}\). They are normalised by \(c = 1/\sqrt{1+g^2}\), which the code calls `frameScale`.

```lean
/-- The number `1/√(1 + g²)`, where `g` is the golden ratio. -/
def frameScale : ℝ := 1 / √(1 + gold ^ 2)
```

The frame comes from a matrix with integer entries,

\[ M = \begin{pmatrix} 2 & 1\\ 1 & 1\end{pmatrix}. \]

```lean
/-- The integer matrix with rows (2,1) and (1,1). -/
def cellMap : Matrix (Fin 2) (Fin 2) ℝ := !![2, 1; 1, 1]
```

A vector in the plane is a function `Fin 2 → ℝ`, so its components are \(x_0\) and \(x_1\). The stretching axis is \(e_+ = c\,(g,1)\), about 31.7° from the first lattice direction.

```lean
/-- The vector `(g, 1)` multiplied by `frameScale`, where `g` is the golden ratio. -/
def ePlus : Fin 2 → ℝ := ![frameScale * gold, frameScale]
```

The contracting axis is \(e_- = c\,(-1,g)\).

```lean
/-- The vector `(-1, g)` multiplied by `frameScale`, where `g` is the golden ratio. -/
def eMinus : Fin 2 → ℝ := ![-frameScale, frameScale * gold]
```

The flow multiplies the component along \(e_+\) by \(e^{t}\) and the component along \(e_-\) by \(e^{-t}\):

\[ S_t x = e^{t}(e_+\!\cdot x)\,e_+ + e^{-t}(e_-\!\cdot x)\,e_- . \]

The two factors multiply to 1, so area is conserved, as for an incompressible fluid. Here the lattice is fixed along the coordinate axes and the flow is tilted; a simulation usually does the reverse, which differs only by a rotation. In Lean, `⬝ᵥ` is the dot product.

```lean
/-- Planar elongation by the strain `t`: the component along `ePlus` is multiplied by `exp t`,
the component along `eMinus` by `exp (-t)`. -/
def stretch (t : ℝ) (x : Fin 2 → ℝ) : Fin 2 → ℝ :=
  (Real.exp t * (ePlus ⬝ᵥ x)) • ePlus + (Real.exp (-t) * (eMinus ⬝ᵥ x)) • eMinus
```

## Orthonormality and eigenvalues

All the algebra rests on one identity. Squaring \(g\) gives \((6+2\sqrt5)/4 = (3+\sqrt5)/2\), so

\[ g^2 = g+1 . \]

The tactic `linear_combination` proves an equation by writing it as a combination of known ones. Here the known one is \((\sqrt5)^2=5\).

```lean
/-- The golden ratio is positive and solves `g² = g + 1`. -/
theorem gold_spec : 0 < gold ∧ gold ^ 2 = gold + 1 := by
  have h5 : √(5 : ℝ) ^ 2 = 5 := Real.sq_sqrt (by norm_num)
  constructor
  · unfold gold
    positivity
  · unfold gold
    linear_combination h5 / 4
```

It follows that \(g^2(2-g) = (g+1)(2-g) = 2+g-g^2 = 1\), hence \(g^{-2} = 2-g\).

```lean
/-- The inverse square of the golden ratio is `2 - g`. -/
theorem gold_sq_inv : (gold ^ 2)⁻¹ = 2 - gold := by
  apply inv_eq_of_mul_eq_one_right
  linear_combination (1 - gold) * gold_spec.2
```

Likewise \(1+g^2 = g+2\), so \(c^2(g+2)=1\).

```lean
/-- The square of the normalising factor is the inverse of `g + 2`. -/
theorem frameScale_sq : frameScale ^ 2 * (gold + 2) = 1 := by
  have hg := gold_spec.1
  have hne : gold + 2 ≠ 0 := by positivity
  unfold frameScale
  rw [div_pow, Real.sq_sqrt (by positivity), gold_spec.2,
    show 1 + (gold + 1) = gold + 2 by ring, one_pow, one_div, inv_mul_cancel₀ hne]
```

Both axes have squared length \(c^2(g^2+1)=1\), and \(e_+\!\cdot e_- = c^2(-g+g)=0\). For the eigenvalues, use \(g^3 = g^2+g = 2g+1\):

\[ M e_+ = c\,(2g+1,\; g+1) = c\,(g^3, g^2) = g^2 e_+ , \]
\[ M e_- = c\,(g-2,\; g-1) = (2-g)\,e_- = g^{-2}e_- . \]

The last line uses \((2-g)g = 2g-g^2 = g-1\). The theorem collects these five facts. Its proof checks the two vector equations one component at a time, which is what `ext i` and `fin_cases i` arrange.

```lean
/-- The two axes are orthonormal, and they are eigenvectors of the integer matrix with
eigenvalues `g²` and `g⁻²`, where `g` is the golden ratio. -/
theorem eigenframe :
    ePlus ⬝ᵥ ePlus = 1 ∧ eMinus ⬝ᵥ eMinus = 1 ∧ ePlus ⬝ᵥ eMinus = 0 ∧
      cellMap *ᵥ ePlus = gold ^ 2 • ePlus ∧ cellMap *ᵥ eMinus = (gold ^ 2)⁻¹ • eMinus := by
  have hg := gold_spec.2
  have hc := frameScale_sq
  refine ⟨?_, ?_, ?_, ?_, ?_⟩
  · simp only [ePlus, dotProduct, Fin.sum_univ_two, Matrix.cons_val_zero, Matrix.cons_val_one]
    linear_combination hc + frameScale ^ 2 * hg
  · simp only [eMinus, dotProduct, Fin.sum_univ_two, Matrix.cons_val_zero, Matrix.cons_val_one]
    linear_combination hc + frameScale ^ 2 * hg
  · simp only [ePlus, eMinus, dotProduct, Fin.sum_univ_two, Matrix.cons_val_zero,
      Matrix.cons_val_one]
    ring
  · ext i
    fin_cases i
    · simp [cellMap, ePlus, Matrix.mulVec, dotProduct, Fin.sum_univ_two]
      linear_combination (-frameScale * (gold + 1)) * hg
    · simp [cellMap, ePlus, Matrix.mulVec, dotProduct, Fin.sum_univ_two]
      linear_combination (-frameScale) * hg
  · rw [gold_sq_inv]
    ext i
    fin_cases i
    · simp [cellMap, eMinus, Matrix.mulVec, dotProduct, Fin.sum_univ_two]
      ring
    · simp [cellMap, eMinus, Matrix.mulVec, dotProduct, Fin.sum_univ_two]
      linear_combination frameScale * hg
```

## A product that the flow conserves

Write \(p = e_+\!\cdot x\) and \(q = e_-\!\cdot x\). Since the frame is orthonormal, the cross terms vanish and

\[ |S_t x|^2 = (e^{t}p)^2 + (e^{-t}q)^2 . \]

The code writes squared length as the dot product of a vector with itself, because Mathlib's default norm on `Fin 2 → ℝ` is the maximum norm and not the Euclidean one.

```lean
/-- The squared length of a stretched vector is the sum of the squares of its two scaled
components. -/
theorem stretch_sq_length (t : ℝ) (x : Fin 2 → ℝ) :
    stretch t x ⬝ᵥ stretch t x =
      (Real.exp t * (ePlus ⬝ᵥ x)) ^ 2 + (Real.exp (-t) * (eMinus ⬝ᵥ x)) ^ 2 := by
  obtain ⟨h1, h2, h3, -, -⟩ := eigenframe
  have h4 : eMinus ⬝ᵥ ePlus = 0 := by rw [dotProduct_comm]; exact h3
  simp only [stretch, add_dotProduct, dotProduct_add, smul_dotProduct, dotProduct_smul,
    smul_eq_mul, h1, h2, h3, h4]
  ring
```

One of the two scaled components \(e^{t}p\) and \(e^{-t}q\) can become very small. Their product cannot change, because \((e^{t}p)(e^{-t}q) = pq\). Its value is

\[ pq = c^2(gx_0+x_1)(-x_0+gx_1) = c^2\left[g x_1^2 + (g^2-1)x_0x_1 - g x_0^2\right] = c^2 g\,(x_1^2+x_0x_1-x_0^2), \]

since \(g^2-1=g\). With \(\sqrt5 = 2g-1\) we get \(\sqrt5\,g = 2g^2-g = g+2 = 1/c^2\), so \(c^2g = 1/\sqrt5\) and

\[ pq = \frac{x_1^2+x_0x_1-x_0^2}{\sqrt5}. \]

The proof multiplies through by \(\sqrt5\) and reduces the resulting polynomial identity to the equations for \(c^2\) and \(g^2\).

```lean
/-- The product of the two frame components of a vector is a quadratic form with integer
coefficients, divided by `√5`. -/
theorem component_product (x : Fin 2 → ℝ) :
    (ePlus ⬝ᵥ x) * (eMinus ⬝ᵥ x) = (x 1 ^ 2 + x 0 * x 1 - x 0 ^ 2) / √5 := by
  have h5 : √(5 : ℝ) = 2 * gold - 1 := by unfold gold; ring
  have hs : √(5 : ℝ) ≠ 0 := by positivity
  rw [eq_div_iff hs, h5]
  simp only [ePlus, eMinus, dotProduct, Fin.sum_univ_two, Matrix.cons_val_zero,
    Matrix.cons_val_one]
  linear_combination (x 1 ^ 2 + x 0 * x 1 - x 0 ^ 2) * frameScale_sq +
    frameScale ^ 2 * (2 * (x 1 ^ 2 + x 0 * x 1 - x 0 ^ 2) + (2 * gold - 1) * x 0 * x 1) *
      gold_spec.2
```

## Why no nonzero integer vector lies on an axis

For an integer vector \(z\), the numerator \(N(z) = z_1^2+z_0z_1-z_0^2\) is an integer. It is zero only for \(z=0\). If \(z_0=0\), then \(N(z)=0\) forces \(z_1=0\). If \(z_0\neq0\), complete the square:

\[ 4N(z) = (2z_1+z_0)^2 - 5z_0^2 . \]

Then \(N(z)=0\) would give \(\sqrt5 = \pm(2z_1+z_0)/z_0\), a rational number, which is impossible. Geometrically, neither flow axis passes through a lattice point other than the origin.

The Lean proof makes the same case distinction. In the second case it factors the difference of squares in `hprod`, and each factor supplies an explicit fraction that contradicts the irrationality of \(\sqrt5\).

```lean
/-- The quadratic form does not vanish on any nonzero integer vector. -/
theorem form_ne_zero (z : Fin 2 → ℤ) (hz : z ≠ 0) :
    z 1 ^ 2 + z 0 * z 1 - z 0 ^ 2 ≠ 0 := by
  intro hQ
  by_cases hm : z 0 = 0
  · have hn : z 1 = 0 := by
      rw [hm] at hQ
      simpa using hQ
    apply hz
    funext i
    fin_cases i
    exacts [hm, hn]
  · -- a zero of the form would make the square root of five rational
    have hirr : Irrational (√(5 : ℝ)) := by
      exact_mod_cast Nat.Prime.irrational_sqrt (show Nat.Prime 5 by norm_num)
    have hm' : (z 0 : ℝ) ≠ 0 := by exact_mod_cast hm
    have hQr : (z 1 : ℝ) ^ 2 + z 0 * z 1 - (z 0 : ℝ) ^ 2 = 0 := by exact_mod_cast hQ
    have h5 : √(5 : ℝ) ^ 2 = 5 := Real.sq_sqrt (by norm_num)
    have hprod : (√5 * (z 0 : ℝ) - (2 * z 1 + z 0)) * (√5 * (z 0 : ℝ) + (2 * z 1 + z 0)) = 0 := by
      linear_combination (z 0 : ℝ) ^ 2 * h5 - 4 * hQr
    rcases mul_eq_zero.mp hprod with h | h
    · exact hirr ⟨((2 * z 1 + z 0 : ℤ) : ℚ) / (z 0 : ℚ), by
        push_cast
        rw [div_eq_iff hm']
        linarith⟩
    · exact hirr ⟨((-(2 * z 1 + z 0) : ℤ) : ℚ) / (z 0 : ℚ), by
        push_cast
        rw [div_eq_iff hm']
        linarith⟩
```

## The lower bound at every strain

A nonzero integer has absolute value at least 1, so \(|pq|\ge 1/\sqrt5\) for every nonzero lattice vector. From \((a\mp b)^2\ge0\) we have \(a^2+b^2\ge2|ab|\), and therefore

\[ |S_t z|^2 \ge 2\,|e^{t}p\;e^{-t}q| = 2|pq| \ge \frac{2}{\sqrt5}\approx 0.894 . \]

In the theorem, `z : Fin 2 → ℤ` is the lattice vector and `fun i => (z i : ℝ)` is the same vector with real components. The strain `t` is any real number, and the same bound serves for all of them. In the proof, `hpq` is the bound on \(|pq|\), `hab` is the conservation of the product, and `hamgm` is the inequality between squares and product, with one case for each sign of \(ab\).

```lean
/-- At every strain `t`, each nonzero vector of the integer lattice has squared length at least
`2/√5` after the elongation. -/
theorem lattice_never_collapses (t : ℝ) (z : Fin 2 → ℤ) (hz : z ≠ 0) :
    2 / √5 ≤ stretch t (fun i => (z i : ℝ)) ⬝ᵥ stretch t (fun i => (z i : ℝ)) := by
  rw [stretch_sq_length]
  have hp := component_product (fun i => (z i : ℝ))
  set p := ePlus ⬝ᵥ (fun i => (z i : ℝ))
  set q := eMinus ⬝ᵥ (fun i => (z i : ℝ))
  have hs : 0 < √(5 : ℝ) := by positivity
  have he : Real.exp t * Real.exp (-t) = 1 := by
    rw [← Real.exp_add, add_neg_cancel, Real.exp_zero]
  -- a nonzero integer has absolute value at least one
  have hQ : (1 : ℝ) ≤ |(z 1 : ℝ) ^ 2 + z 0 * z 1 - (z 0 : ℝ) ^ 2| := by
    exact_mod_cast Int.one_le_abs (form_ne_zero z hz)
  have hpq : 1 / √5 ≤ |p * q| := by
    rw [hp, abs_div, abs_of_pos hs]
    exact div_le_div_of_nonneg_right hQ hs.le
  -- the elongation preserves the product of the components
  have hab : (Real.exp t * p) * (Real.exp (-t) * q) = p * q := by
    linear_combination p * q * he
  have hamgm : 2 * |p * q| ≤ (Real.exp t * p) ^ 2 + (Real.exp (-t) * q) ^ 2 := by
    rw [← hab]
    rcases abs_cases ((Real.exp t * p) * (Real.exp (-t) * q)) with ⟨h, _⟩ | ⟨h, _⟩
    · rw [h]
      linarith [sq_nonneg (Real.exp t * p - Real.exp (-t) * q)]
    · rw [h]
      linarith [sq_nonneg (Real.exp t * p + Real.exp (-t) * q)]
  have h2 : 2 / √(5 : ℝ) = 2 * (1 / √5) := by ring
  rw [h2]
  linarith
```

As a numerical instance, take \(z=(1,-1)\) and \(t=1\). With \(c\approx0.5257\), the components are \(p = c(g-1)\approx0.325\) and \(q=-cg^2\approx-1.376\). Their product is \(-0.447\approx-1/\sqrt5\), in agreement with \(N(z)=-1\). After the stretch,

\[ |S_1z|^2 \approx 7.389\times0.1056 + 0.1353\times1.8944 \approx 0.780+0.256 = 1.036 , \]

which is down from 2 but still above 0.894.

The bound fails if the components need not be integers. The real vector \(e_-\) has squared length \(e^{-2t}\) after the stretch, which is already 0.135 at \(t=1\). The tilt matters for the same reason: with the flow along the lattice directions, the contracting axis contains a lattice vector of length 1, and that vector shrinks to \(e^{-t}\).

For a cell of spacing \(L\), images in the flow plane stay at least \(L\sqrt{2/\sqrt5}\approx0.946\,L\) apart. A cutoff below half this distance therefore never reaches two images of the same particle related by an in-plane lattice vector, in this model of a square lattice under homogeneous planar elongation. The cell length in the neutral direction of a three-dimensional simulation has to be checked separately.

## The closest approach

The constant \(2/\sqrt5\) is the best possible. For \(z=(1,0)\) the components are \(p=cg\) and \(q=-c\), and equality requires the two scaled components to have the same magnitude: \(e^{t}cg = e^{-t}c\), or \(e^{2t}=1/g\). At \(t=-\tfrac12\log g\approx-0.241\),

\[ |S_tz|^2 = \frac1g\,c^2g^2 + g\,c^2 = 2c^2g = \frac{2}{\sqrt5}. \]

The proof computes the squares of the two exponentials, `e1` and `e2`, and then follows this line.

```lean
/-- The lattice vector (1,0) has squared length exactly `2/√5` at the strain `-(log g)/2`,
where `g` is the golden ratio. -/
theorem bound_attained :
    stretch (-(Real.log gold / 2)) ![1, 0] ⬝ᵥ stretch (-(Real.log gold / 2)) ![1, 0] =
      2 / √5 := by
  have hg := gold_spec.1
  have h5 : √(5 : ℝ) = 2 * gold - 1 := by unfold gold; ring
  have hs : √(5 : ℝ) ≠ 0 := by positivity
  have e2 : Real.exp (Real.log gold / 2) ^ 2 = gold := by
    rw [sq, ← Real.exp_add, add_halves, Real.exp_log hg]
  have e1 : Real.exp (-(Real.log gold / 2)) ^ 2 = gold⁻¹ := by
    rw [Real.exp_neg, inv_pow, e2]
  have hp : ePlus ⬝ᵥ ![1, 0] = frameScale * gold := by
    simp [ePlus, dotProduct, Fin.sum_univ_two]
  have hq : eMinus ⬝ᵥ ![1, 0] = -frameScale := by
    simp [eMinus, dotProduct, Fin.sum_univ_two]
  have hi : gold⁻¹ * gold = 1 := inv_mul_cancel₀ hg.ne'
  have ha : gold⁻¹ * (frameScale * gold) ^ 2 = frameScale ^ 2 * gold := by
    linear_combination frameScale ^ 2 * gold * hi
  rw [stretch_sq_length, neg_neg, hp, hq, mul_pow (Real.exp (-(Real.log gold / 2))),
    mul_pow (Real.exp (Real.log gold / 2)), e1, e2, ha, eq_div_iff hs, h5]
  linear_combination 2 * frameScale_sq + 4 * frameScale ^ 2 * gold_spec.2
```

## The strain at which the cell can be reset

At \(t=\log g^2\approx0.962\) the stretch factors are \(g^2\) and \(g^{-2}\), the eigenvalues of \(M\). Since \(S_t\) and \(M\) then act in the same way on both vectors of an orthonormal basis, they are equal. The Lean proof checks the equality by components instead. The entries of \(S_t\) are

\[ c^2(g^4+2-g) = c^2(2g+4) = 2, \]
\[ c^2\left(g^3-(2-g)g\right) = c^2(g+2) = 1, \]
\[ c^2\left(g^2+(2-g)g^2\right) = c^2(g^2+1) = 1, \]

for the upper left, the two off-diagonal and the lower right positions. The first line uses \(g^4=3g+2\).

The theorem holds for every real vector \(x\), not only for lattice vectors; `*ᵥ` is the product of a matrix and a vector.

```lean
/-- At the strain `log g²`, with `g` the golden ratio, the elongation equals the integer matrix
with rows (2,1) and (1,1). -/
theorem stretch_reproduces (x : Fin 2 → ℝ) :
    stretch (Real.log (gold ^ 2)) x = cellMap *ᵥ x := by
  have hg := gold_spec.2
  have hpos : 0 < gold ^ 2 := pow_pos gold_spec.1 2
  have e1 : Real.exp (Real.log (gold ^ 2)) = gold ^ 2 := Real.exp_log hpos
  have e2 : Real.exp (-Real.log (gold ^ 2)) = 2 - gold := by
    rw [Real.exp_neg, e1, gold_sq_inv]
  unfold stretch
  rw [e1, e2]
  ext i
  fin_cases i
  · simp [cellMap, ePlus, eMinus, Matrix.mulVec, dotProduct, Fin.sum_univ_two]
    linear_combination (2 * x 0 + x 1) * frameScale_sq +
      frameScale ^ 2 * (x 0 * (gold ^ 2 + gold + 2) + x 1 * (gold + 2)) * hg
  · simp [cellMap, ePlus, eMinus, Matrix.mulVec, dotProduct, Fin.sum_univ_two]
    linear_combination (x 0 + x 1) * frameScale_sq +
      frameScale ^ 2 * (x 0 * (gold + 2) + x 1 * (2 - gold)) * hg

end

end KraynikReineltCell
```

The use in a simulation follows by a short argument that is not formalised here. The matrix \(M\) has determinant 1, and its inverse, with rows \((1,-1)\) and \((-1,2)\), is also an integer matrix, so \(M\) maps \(\mathbb Z^2\) onto itself. At this strain the deformed lattice coincides with the initial one; the code can return to the original cell vectors, wrap the particles back into the cell and continue the flow. Particle dynamics, thermostats and integration error play no part in this geometry.

```lean
#print axioms KraynikReineltCell.lattice_never_collapses
#print axioms KraynikReineltCell.bound_attained
#print axioms KraynikReineltCell.stretch_reproduces
```

```
'KraynikReineltCell.lattice_never_collapses' depends on axioms: [propext, Classical.choice, Quot.sound]
'KraynikReineltCell.bound_attained' depends on axioms: [propext, Classical.choice, Quot.sound]
'KraynikReineltCell.stretch_reproduces' depends on axioms: [propext, Classical.choice, Quot.sound]
```
